# Two spins 1/2 couple to spin 1 and spin 0 through the Clebsch-Gordan table

The theorem `totalSpin_mul_Wc` concerns two spins 1/2, with spin matrices in units of ħ. For each component x, y, z, it says that the total spin matrix times the Clebsch-Gordan table equals the table times the block sum of the standard spin-1 matrix and zero. Thus the total spin acts on the three triplet columns as spin 1 and sends the singlet column to zero; the columns are normalised by the coefficient `1/√2` where two product states are combined. The attempt compares the matrices entry by entry, simplifies each entry with `simp`, and tries to close what remains by `ring1` or by `linear_combination`, mostly with the relation `r * r = 1 / 2`.

This version doesn't compile in Lean 4 with Mathlib:

```lean
import Mathlib

open Matrix
open scoped Kronecker

namespace SpinHalfCoupling

noncomputable section

/-- The Clebsch-Gordan coefficient `1/√2`. -/
def r : ℝ := 1 / √2

/-- The spin-1/2 matrices; the index 0, 1, 2 stands for x, y, z. -/
def spinHalf : Fin 3 → Matrix (Fin 2) (Fin 2) ℂ :=
  ![!![0, 1 / 2; 1 / 2, 0], !![0, -Complex.I / 2; Complex.I / 2, 0], !![1 / 2, 0; 0, -1 / 2]]

/-- The standard spin-1 matrices in the basis `m = 1, 0, -1`. -/
def spinOne : Fin 3 → Matrix (Fin 3) (Fin 3) ℂ :=
  ![!![0, (r : ℂ), 0; (r : ℂ), 0, (r : ℂ); 0, (r : ℂ), 0],
    !![0, -Complex.I * r, 0; Complex.I * r, 0, -Complex.I * r; 0, Complex.I * r, 0],
    !![1, 0, 0; 0, 0, 0; 0, 0, -1]]

/-- A component of the total spin of two spins 1/2, in the product basis. -/
def totalSpin (k : Fin 3) : Matrix (Fin 2 × Fin 2) (Fin 2 × Fin 2) ℂ :=
  spinHalf k ⊗ₖ 1 + 1 ⊗ₖ spinHalf k

/-- The block sum of a spin-1 matrix and the zero matrix of spin 0. -/
def coupledSpin (k : Fin 3) : Matrix (Fin 3 ⊕ Fin 1) (Fin 3 ⊕ Fin 1) ℂ :=
  fromBlocks (spinOne k) 0 0 0

/-- The Clebsch-Gordan table with columns `uu`, `(ud+du)/√2`, `dd` and `(ud-du)/√2`.
Each column is written as the 2×2 array of its amplitudes. -/
def W : Matrix (Fin 2 × Fin 2) (Fin 3 ⊕ Fin 1) ℝ :=
  Matrix.of fun p => Sum.elim
    ![!![1, 0; 0, 0] p.1 p.2, !![0, r; r, 0] p.1 p.2, !![0, 0; 0, 1] p.1 p.2]
    ![!![0, r; -r, 0] p.1 p.2]

/-- The same table, read as a complex matrix. -/
def Wc : Matrix (Fin 2 × Fin 2) (Fin 3 ⊕ Fin 1) ℂ := W.map Complex.ofRealHom

/-- The square of the coefficient `1/√2` is `1/2`. -/
theorem r_mul_self : r * r = 1 / 2 := by
  unfold r
  rw [div_mul_div_comm, Real.mul_self_sqrt (by norm_num)]
  norm_num

/-- The total spin acts on the columns of the table through the spin-1 and spin-0 matrices. -/
theorem totalSpin_mul_Wc (k : Fin 3) : totalSpin k * Wc = Wc * coupledSpin k := by
  have hr : (r : ℂ) * r = 1 / 2 := by
    rw [← Complex.ofReal_mul, r_mul_self]
    norm_num
  ext ⟨a, b⟩ (j | j) <;> fin_cases k <;> fin_cases a <;> fin_cases b <;> fin_cases j <;>
    simp [totalSpin, spinHalf, coupledSpin, spinOne, Wc, W, Matrix.mul_apply,
      Fintype.sum_prod_type, Fintype.sum_sum_type, Fin.sum_univ_succ, Matrix.one_apply] <;>
    first
      | ring1
      | linear_combination hr
      | linear_combination -hr
      | linear_combination Complex.I * hr
      | linear_combination -Complex.I * hr

end

end SpinHalfCoupling
```

Messages:

```
Main.lean:60:8: error: Not a comparison: 2⁻¹ + -1 / 2 = 0 ∨ r = 0
Main.lean:60:8: error: Not a comparison: -1 / 2 + 2⁻¹ = 0 ∨ r = 0
Main.lean:60:8: error: Not a comparison: 2⁻¹ + -1 / 2 = 0 ∨ r = 0
Main.lean:60:8: error: Not a comparison: -1 / 2 + 2⁻¹ = 0 ∨ r = 0
```

What went wrong. The four messages show goals that are no longer equations but disjunctions, such as `2⁻¹ + -1 / 2 = 0 ∨ r = 0`. They come from the z component, where the opposite spins in the two mixed columns contribute 1/2 and -1/2, multiplied by `r` up to sign. The product must vanish, and `simp` has rewritten "a product is zero" as "one of its factors is zero", without first adding the two numbers.

Neither `ring1` nor `linear_combination` can prove a disjunction, so every alternative in `first` fails. The errors are placed at the last one, `linear_combination -Complex.I * hr`, whose complaint "Not a comparison" means that the goal is not an equation or inequality.

The added alternative `exact Or.inl (by norm_num)` chooses the left side of the disjunction, and `norm_num` checks that the two halves cancel. The right side would be no use, since `r` is 1/√2 and not zero.

The mended proof, as a diff:

```diff
@@ -59,4 +59,5 @@
       | linear_combination Complex.I * hr
       | linear_combination -Complex.I * hr
+      | exact Or.inl (by norm_num)
 
 end
```
